# Exactness of the Numerov formula for polynomials of degree at most five

A: Let $u$ be a real polynomial, $x$ a real point and $h$ a real step of either sign. The central second difference is $\delta^2 u = u(x+h) - 2u(x) + u(x-h)$. For a function $g$, the Numerov sum is $N[g] = \frac{h^2}{12}\big(g(x+h) + 10g(x) + g(x-h)\big)$. The residual is $R = \delta^2 u - N[u'']$, left side minus right side, not divided by $h^2$. In Lean the polynomial is `p : ℝ[X]`, its value at $y$ is `p.eval y`, and `derivative^[2] p` is the derivative taken twice.

```lean
import Mathlib

open Polynomial

namespace NumerovMethod

noncomputable section

/-- The central second difference `u(x+h) - 2u(x) + u(x-h)`. -/
def secondDiff (u : ℝ → ℝ) (h x : ℝ) : ℝ :=
  u (x + h) - 2 * u x + u (x - h)

/-- The Numerov weighted sum `(h²/12)(g(x+h) + 10 g(x) + g(x-h))`. -/
def numerovSide (g : ℝ → ℝ) (h x : ℝ) : ℝ :=
  h ^ 2 / 12 * (g (x + h) + 10 * g x + g (x - h))

/-- The Numerov residual of a polynomial: its second difference minus the Numerov weighted
sum of its second derivative. -/
def residual (p : ℝ[X]) (h x : ℝ) : ℝ :=
  secondDiff (fun y => p.eval y) h x - numerovSide (fun y => (derivative^[2] p).eval y) h x
```

Q: That is an identity between function values. The method I know integrates $u'' = f u + s$ for given functions $f$ and $s$. Where is it?

A: Let the subscripts $+$, $0$, $-$ denote values at $x+h$, $x$, $x-h$. Set $R = 0$ and replace $u''$ by $fu + s$:
$$u_+ - 2u_0 + u_- = \tfrac{h^2}{12}\big(f_+u_+ + 10f_0u_0 + f_-u_-\big) + \tfrac{h^2}{12}\big(s_+ + 10s_0 + s_-\big).$$
Collecting the terms in each $u$ gives
$$\big(1 - \tfrac{h^2}{12}f_+\big)u_+ = 2\big(1 + \tfrac{5h^2}{12}f_0\big)u_0 - \big(1 - \tfrac{h^2}{12}f_-\big)u_- + \tfrac{h^2}{12}\big(s_+ + 10s_0 + s_-\big).$$
`NumerovStep` is this equation as a relation among three numbers `ym`, `y0`, `yp`. It is not solved for `yp`, so it contains no division by the leading factor. The sign convention is $u'' = +fu + s$; for $u'' = -k^2u$ with wavenumber $k$ one takes $f = -k^2$.

```lean
/-- The Numerov recurrence for `u'' = f u + s`, relating the values `ym`, `y0`, `yp`
attached to the points `x - h`, `x`, `x + h`. -/
def NumerovStep (f s : ℝ → ℝ) (h x ym y0 yp : ℝ) : Prop :=
  (1 - h ^ 2 / 12 * f (x + h)) * yp =
    2 * (1 + 5 * h ^ 2 / 12 * f x) * y0 - (1 - h ^ 2 / 12 * f (x - h)) * ym
      + h ^ 2 / 12 * (s (x + h) + 10 * s x + s (x - h))
```

Q: By hand I would use Taylor series with a remainder. How do you get equalities?

A: For a polynomial the series stops. With $u^{(j)}$ the $j$-th derivative at $x$ and degree at most 7,
$$u(x \pm h) = \sum_{j=0}^{7} \frac{(\pm h)^j}{j!}\,u^{(j)}.$$
Adding the two, the odd terms cancel and the $j=0$ terms cancel against $-2u(x)$:
$$\delta^2 u = h^2u^{(2)} + \frac{h^4}{12}u^{(4)} + \frac{h^6}{360}u^{(6)}.$$
For the right side write $g_+ + 10g_0 + g_- = 12g_0 + \delta^2 g$ with $g = u''$, which has degree at most 5, so that $\delta^2 g = h^2u^{(4)} + \frac{h^4}{12}u^{(6)}$. Then
$$N[u''] = h^2u^{(2)} + \frac{h^4}{12}u^{(4)} + \frac{h^6}{144}u^{(6)}.$$
The $h^2$ and $h^4$ terms agree, and $\frac{1}{360} - \frac{1}{144} = \frac{2-5}{720} = -\frac{1}{240}$. Hence $R = -\frac{h^6}{240}u^{(6)}(x)$.

```lean
/-- For a polynomial of degree at most 7 the Numerov residual is `-(h⁶/240)` times the
sixth derivative at the central point. -/
theorem residual_of_degree_le_seven (p : ℝ[X]) (hp : p.natDegree ≤ 7) (h x : ℝ) :
    residual p h x = -(h ^ 6 / 240) * (derivative^[6] p).eval x := by
  have h0 : p.natDegree < 8 := by omega
  have h2 : (derivative^[2] p).natDegree < 6 := by
    have := natDegree_iterate_derivative p 2
    omega
  have h6 : (derivative^[6] p).natDegree < 2 := by
    have := natDegree_iterate_derivative p 6
    omega
  -- expand p, p'' and p⁽⁶⁾ in the coefficients of p
  simp only [residual, secondDiff, numerovSide, eval_eq_sum_range' h0, eval_eq_sum_range' h2,
    eval_eq_sum_range' h6, coeff_iterate_derivative, Finset.sum_range_succ,
    Finset.sum_range_zero, nsmul_eq_mul]
  norm_num [Nat.descFactorial]
  ring
```

Q: I see no Taylor expansion about $x$ in that proof.

A: It expands about the origin instead. Write $u(y) = \sum_k a_k y^k$, where $a_k$ is `p.coeff k`. The bounds `h0`, `h2`, `h6` let `eval_eq_sum_range'` write $u$, $u''$ and $u^{(6)}$ as sums of 8, 6 and 2 terms. `coeff_iterate_derivative` supplies the coefficients of the derivatives, for instance $(k+2)(k+1)a_{k+2}$ for $y^k$ in $u''$, and `norm_num` evaluates these falling factorials. What remains is a polynomial identity in $x$, $h$, $a_0,\dots,a_7$, which `ring` checks by expanding the powers of $x \pm h$; those binomial expansions are the Taylor series of the monomials. The hypothesis `p.natDegree ≤ 7` includes constants and the zero polynomial, whose `natDegree` is 0, and $h = 0$ is allowed, where both sides vanish.

For degree at most 5 the sixth derivative is the zero polynomial (`hz`), so $R = 0$. This is `numerov_exact`: for every such $u$, every $h$ and every $x$, $\delta^2 u = N[u'']$.

```lean
/-- For every real polynomial `u` of degree at most 5,
`u(x+h) - 2u(x) + u(x-h) = (h²/12)(u''(x+h) + 10u''(x) + u''(x-h))`. -/
theorem numerov_exact (p : ℝ[X]) (hp : p.natDegree ≤ 5) (h x : ℝ) :
    secondDiff (fun y => p.eval y) h x =
      numerovSide (fun y => (derivative^[2] p).eval y) h x := by
  have H := residual_of_degree_le_seven p (by omega) h x
  -- the sixth derivative vanishes
  have hz : derivative^[6] p = 0 := iterate_derivative_eq_zero (by omega)
  rw [hz, eval_zero, mul_zero] at H
  exact sub_eq_zero.mp H
```

Q: Five might be an artefact of the proof. What happens at degree six?

A: For degree at most 6, $u^{(6)}$ is the constant $6!\,a_6 = 720a_6$, which is step `e` below, and $-\frac{720}{240} = -3$. So $R = -3a_6h^6$, independent of $x$. For $u = x^6$ one has $a_6 = 1$ and $R = -3h^6$.

```lean
/-- For a polynomial of degree at most 6 the Numerov residual is `-3 a₆ h⁶` at every point,
with `a₆` the coefficient of `x⁶`. -/
theorem residual_of_degree_le_six (p : ℝ[X]) (hp : p.natDegree ≤ 6) (h x : ℝ) :
    residual p h x = -3 * p.coeff 6 * h ^ 6 := by
  have h6 : (derivative^[6] p).natDegree < 1 := by
    have := natDegree_iterate_derivative p 6
    omega
  -- the sixth derivative is the constant 720 a₆
  have e : (derivative^[6] p).eval x = 720 * p.coeff 6 := by
    simp only [eval_eq_sum_range' h6, coeff_iterate_derivative, Finset.sum_range_one,
      nsmul_eq_mul]
    norm_num [Nat.descFactorial, Nat.factorial]
  rw [residual_of_degree_le_seven p (by omega), e]
  ring

/-- For `u = x⁶` the Numerov residual is `-3h⁶` at every point. -/
theorem residual_X_pow_six (h x : ℝ) : residual (X ^ 6) h x = -3 * h ^ 6 := by
  rw [residual_of_degree_le_six _ (by rw [natDegree_X_pow]), coeff_X_pow_self]
  ring
```

Q: Give me numbers.

A: Take $x = 1$, $h = 1$, so the points are $2, 1, 0$. For the fifth power, $\delta^2u = 32 - 2 + 0 = 30$. The second derivative $20y^3$ has values $160, 20, 0$, and $N = (160 + 200 + 0)/12 = 30$, so $R = 0$. For the sixth power, $\delta^2u = 64 - 2 = 62$; the second derivative $30y^4$ gives $N = (480 + 300)/12 = 65$, so $R = -3$. For the seventh power, $\delta^2u = 126$; $42y^5$ gives $N = (1344 + 420)/12 = 147$, so $R = -21$, in agreement with $-\frac{1}{240}\cdot 5040\,x h^6$.

Q: Does a vanishing residual then detect degree at most 5?

A: Among polynomials of degree at most 6 and for $h \neq 0$ it does, from a single point. If $-3a_6h^6 = 0$, cancelling $h^6$ gives $a_6 = 0$; this is `mul_left_cancel₀` followed by `linear_combination`. The coefficients above the sixth vanish by `hp`, so all coefficients above the fifth vanish, and `natDegree_le_iff_coeff_eq_zero` turns that into the degree bound. The other direction is `numerov_exact`. The bound 6 matters: the seventh power has $R = -21xh^6$, which is zero at $x = 0$.

```lean
/-- For nonzero step and degree at most 6, the Numerov residual vanishes at a given point
exactly when the degree is at most 5. -/
theorem residual_eq_zero_iff (p : ℝ[X]) (hp : p.natDegree ≤ 6) (h x : ℝ) (hh : h ≠ 0) :
    residual p h x = 0 ↔ p.natDegree ≤ 5 := by
  constructor
  · intro H
    rw [residual_of_degree_le_six p hp] at H
    have h6 : p.coeff 6 = 0 := by
      apply mul_left_cancel₀ (pow_ne_zero 6 hh)
      linear_combination (-1 / 3) * H
    rw [natDegree_le_iff_coeff_eq_zero]
    intro N hN
    by_cases hN6 : N = 6
    · rw [hN6, h6]
    · exact coeff_eq_zero_of_natDegree_lt (by omega)
  · intro H
    exact sub_eq_zero.mpr (numerov_exact p H h x)
```

Q: The weights $1, 10, 1$ were put in by definition. Could other weights do as well?

A: Not in a formula of this shape. Suppose real numbers $a, b, c$ satisfy $\delta^2u = h^2(a\,u''_+ + b\,u''_0 + c\,u''_-)$ at one point $x$, for one $h \neq 0$, and for all polynomials of degree at most 4. Test on $y^{n+2}$ for $n = 0, 1, 2$, whose second derivative is $(n+2)(n+1)y^n$; a lemma obtains this by differentiating twice.

```lean
/-- The second derivative of `y^(n+2)` is `(n+2)(n+1) y^n`. -/
theorem eval_second_derivative_X_pow (n : ℕ) (y : ℝ) :
    (derivative^[2] (X ^ (n + 2) : ℝ[X])).eval y = ((n : ℝ) + 2) * ((n : ℝ) + 1) * y ^ n := by
  have e : derivative^[2] (X ^ (n + 2) : ℝ[X]) = derivative (derivative (X ^ (n + 2))) := rfl
  have e1 : n + 2 - 1 = n + 1 := by omega
  have e2 : n + 1 - 1 = n := by omega
  rw [e, derivative_X_pow, e1, derivative_mul, derivative_C, zero_mul, zero_add,
    derivative_X_pow, e2]
  simp only [eval_mul, eval_C, eval_pow, eval_X]
  push_cast
  ring
```

For $n = 0$ the condition reads $2h^2 = 2h^2(a+b+c)$, so $a + b + c = 1$. For $n = 1$ it reads $6xh^2 = 6h^2\big[(a+b+c)x + (a-c)h\big]$, so $(a-c)h^3 = 0$ and $a = c$. For $n = 2$ it reads
$$12x^2h^2 + 2h^4 = 12h^2\big[(a+b+c)x^2 + 2(a-c)xh + (a+c)h^2\big],$$
so $a + c = \frac16$, $a = c = \frac{1}{12}$ and $b = \frac{10}{12}$. In the proof `E` is the family of test equations, and `hs`, `hac`, `ha` are these three steps. Each cancels $h^2$, $h^3$ or $h^4$, and the extra terms in `linear_combination` use the earlier results: they remove the $x$-dependent parts, and in `ha` the term $\frac{h^4}{2}(a - c)$ turns $a + c = \frac16$ into $a = \frac{1}{12}$. The left side is fixed as $\delta^2u$; stencils with other coefficients there, or with more points, are not compared.

```lean
/-- For nonzero step, if `u(x+h) - 2u(x) + u(x-h) = h²(a u''(x+h) + b u''(x) + c u''(x-h))`
holds at a point `x` for all polynomials of degree at most 4, then
`a = 1/12`, `b = 10/12`, `c = 1/12`. -/
theorem numerov_weights_unique (a b c h x : ℝ) (hh : h ≠ 0)
    (H : ∀ p : ℝ[X], p.natDegree ≤ 4 → secondDiff (fun y => p.eval y) h x =
      h ^ 2 * (a * (derivative^[2] p).eval (x + h) + b * (derivative^[2] p).eval x
        + c * (derivative^[2] p).eval (x - h))) :
    a = 1 / 12 ∧ b = 10 / 12 ∧ c = 1 / 12 := by
  -- test on the monomials of degree 2, 3, 4
  have E : ∀ n : ℕ, n ≤ 2 → (x + h) ^ (n + 2) - 2 * x ^ (n + 2) + (x - h) ^ (n + 2) =
      h ^ 2 * (a * (((n : ℝ) + 2) * ((n : ℝ) + 1) * (x + h) ^ n)
        + b * (((n : ℝ) + 2) * ((n : ℝ) + 1) * x ^ n)
        + c * (((n : ℝ) + 2) * ((n : ℝ) + 1) * (x - h) ^ n)) := by
    intro n hn
    have T := H (X ^ (n + 2)) (by rw [natDegree_X_pow]; omega)
    simp only [secondDiff, eval_second_derivative_X_pow, eval_pow, eval_X] at T
    exact T
  have hs : a + b + c = 1 := by
    apply mul_left_cancel₀ (pow_ne_zero 2 hh)
    linear_combination (-1 / 2) * E 0 (by omega)
  have hac : a = c := by
    apply mul_left_cancel₀ (pow_ne_zero 3 hh)
    linear_combination (-1 / 6) * E 1 (by omega) - x * h ^ 2 * hs
  have ha : a = 1 / 12 := by
    apply mul_left_cancel₀ (pow_ne_zero 4 hh)
    linear_combination (-1 / 24) * E 2 (by omega) - x ^ 2 * h ^ 2 / 2 * hs
      + (h ^ 4 / 2 - x * h ^ 3) * hac
  refine ⟨ha, by linarith, by linarith⟩
```

Q: Now the differential equation. What is assumed about $f$ and $s$?

A: They are arbitrary functions from reals to reals, with no continuity required. The hypothesis `ode` says that $u''(y) = f(y)u(y) + s(y)$ for every real $y$, with $u$ a polynomial of degree at most 5. The solution is assumed and not constructed; any $u$ and $f$ meet the hypothesis with $s = u'' - fu$. The proof rewrites $u''$ in `numerov_exact` by `ode`, and `linear_combination H` is the collecting of terms done above.

```lean
/-- A polynomial solution of `u'' = f u + s` of degree at most 5 satisfies the Numerov
recurrence exactly at every point and for every step. -/
theorem numerovStep_of_solution (p : ℝ[X]) (hp : p.natDegree ≤ 5) (f s : ℝ → ℝ)
    (ode : ∀ y, (derivative^[2] p).eval y = f y * p.eval y + s y) (h x : ℝ) :
    NumerovStep f s h x (p.eval (x - h)) (p.eval x) (p.eval (x + h)) := by
  have H := numerov_exact p hp h x
  simp only [secondDiff, numerovSide, ode] at H
  unfold NumerovStep
  linear_combination H
```

Q: One exact step is not a computation. The code feeds its own output back in.

A: Take the grid $x_n = x_0 + nh$ for $n = 0, 1, 2, \dots$ and a sequence $y_n$. `hstep` says that $y_n, y_{n+1}, y_{n+2}$ obey the recurrence centred at $x_{n+1}$. `hne` says that the leading factor $1 - \frac{h^2}{12}f(x_{n+2})$ is never zero, which is automatic wherever $f \le 0$. `h0` and `h1` give exact starting values $y_0 = u(x_0)$, $y_1 = u(x_1)$. The conclusion is $y_n = u(x_n)$ for all $n$.

By hand, assume $y_m = u(x_m)$ and $y_{m+1} = u(x_{m+1})$. Then $y_{m+2}$ and $u(x_{m+2})$ satisfy recurrences with the same right side, and subtraction gives
$$\big(1 - \tfrac{h^2}{12}f(x_{m+2})\big)\big(y_{m+2} - u(x_{m+2})\big) = 0.$$
The factor is nonzero, so the values agree. In Lean `key` carries the pair of consecutive values through the induction, `A` is the recurrence for the solution, `B` is the one for the sequence, and `linear_combination B - A` is the subtraction, with `hne m` for the cancellation.

```lean
/-- If a sequence obeys the Numerov recurrence on the grid `x₀ + n h` with nonzero leading
factors, and its first two values are those of a polynomial solution of `u'' = f u + s` of
degree at most 5, then it equals that solution at every grid point. -/
theorem numerov_reproduces_solution (p : ℝ[X]) (hp : p.natDegree ≤ 5) (f s : ℝ → ℝ)
    (ode : ∀ y, (derivative^[2] p).eval y = f y * p.eval y + s y) (h x₀ : ℝ) (y : ℕ → ℝ)
    (hne : ∀ n : ℕ, 1 - h ^ 2 / 12 * f (x₀ + ((n : ℝ) + 2) * h) ≠ 0)
    (hstep : ∀ n : ℕ,
      NumerovStep f s h (x₀ + ((n : ℝ) + 1) * h) (y n) (y (n + 1)) (y (n + 2)))
    (h0 : y 0 = p.eval x₀) (h1 : y 1 = p.eval (x₀ + h)) (n : ℕ) :
    y n = p.eval (x₀ + (n : ℝ) * h) := by
  -- induction on two consecutive values
  have key : ∀ m : ℕ, y m = p.eval (x₀ + (m : ℝ) * h) ∧
      y (m + 1) = p.eval (x₀ + ((m : ℝ) + 1) * h) := by
    intro m
    induction m with
    | zero => exact ⟨by simpa using h0, by simpa using h1⟩
    | succ m ih =>
      obtain ⟨ih1, ih2⟩ := ih
      have A := numerovStep_of_solution p hp f s ode h (x₀ + ((m : ℝ) + 1) * h)
      have B := hstep m
      have e1 : x₀ + ((m : ℝ) + 1) * h + h = x₀ + ((m : ℝ) + 2) * h := by ring
      have e2 : x₀ + ((m : ℝ) + 1) * h - h = x₀ + (m : ℝ) * h := by ring
      unfold NumerovStep at A B
      rw [e1, e2] at A B
      rw [ih1, ih2] at B
      -- both values solve the same linear equation with nonzero coefficient
      have nxt : y (m + 2) = p.eval (x₀ + ((m : ℝ) + 2) * h) := by
        apply mul_left_cancel₀ (hne m)
        linear_combination B - A
      have e3 : ((m + 1 : ℕ) : ℝ) = (m : ℝ) + 1 := Nat.cast_succ m
      have e4 : (m : ℝ) + 1 + 1 = (m : ℝ) + 2 := by ring
      rw [e3, e4]
      exact ⟨ih2, nxt⟩
  exact (key n).1

end

end NumerovMethod
```

```lean
#print axioms NumerovMethod.residual_eq_zero_iff
#print axioms NumerovMethod.numerov_weights_unique
#print axioms NumerovMethod.numerovStep_of_solution
#print axioms NumerovMethod.numerov_reproduces_solution
```

```
'NumerovMethod.residual_eq_zero_iff' depends on axioms: [propext, Classical.choice, Quot.sound]
'NumerovMethod.numerov_weights_unique' depends on axioms: [propext, Classical.choice, Quot.sound]
'NumerovMethod.numerovStep_of_solution' depends on axioms: [propext, Classical.choice, Quot.sound]
'NumerovMethod.numerov_reproduces_solution' depends on axioms: [propext, Classical.choice, Quot.sound]
```

Q: My objection remains that wavefunctions are not polynomials.

A: That limit is real. The stationary Schrödinger equation in one dimension, for mass $m$, potential $V$ and energy $E$, has the form $u'' = fu$ with $f = 2m(V - E)/\hbar^2$ and $s = 0$, and the Poisson equation for a spherically symmetric charge density, written for $u = r\phi$ with $r$ the radius and $\phi$ the electrostatic potential, has $f = 0$ and $s$ proportional to $r$ times the charge density; the recurrence can be written for both, but the theorems give exact values only when the solution is a polynomial of degree at most 5, and a nonzero normalisable bound state on the line is not a polynomial.

Q: So the fourth-order accuracy that goes with Numerov's name is absent.

A: Yes. The theorems fix the weights, the degree of exactness and the residual up to degree 7. For a smooth solution the same Taylor argument suggests $-\frac{h^6}{240}u^{(6)}(x)$ as the leading term of the residual, but Lean has checked that expression only for those polynomials. No statement bounds a remainder, the accumulated error on a fixed interval, or the growth of an error in $y_1$. The arithmetic is exact real arithmetic, the step is uniform, $u$ is a real scalar, and the equation has no first-derivative term.
